# Weights 1/3 and 1/6 separate the two spin-adapted double excitations of four distinct orbitals

In a closed-shell coupled-cluster calculation, the doubles equations can be obtained by projecting on spin-adapted double excitations. For occupied orbitals \(i\neq j\) and virtual orbitals \(a\neq b\) of a normalised reference \(\Phi\), two such vectors are

\[
u=E_{ai}E_{bj}\Phi,\qquad w=E_{aj}E_{bi}\Phi ,
\]

where \(E_{pq}\) moves an electron from \(q\) to \(p\), summed over spin. They overlap, so projecting on \(u\) mixes their amplitudes. Projecting on \(d=u/3+w/6\) does not: \(\langle d,\,t\,u+t'\,w\rangle=t\).

## Operators and reference state

```lean
import Mathlib

open scoped InnerProductSpace

namespace SpinAdaptedDoubles

noncomputable section

/- The structure below lists the operator relations that the proofs use. No instance of it is
constructed in this file. -/
```

The intended physical setting is the Fock space of a molecule's orbitals, with a closed-shell determinant as \(\Phi\). That these meet the conditions below is a standard fact, which is not proved here.

```lean
/-- Fermion annihilators and creators for orbitals `P` with two spin states: creators are adjoint
to annihilators, and the canonical anticommutation relations hold. -/
structure FermionModes (P V : Type*) [DecidableEq P] [NormedAddCommGroup V]
    [InnerProductSpace ℂ V] where
  ann : P × Fin 2 → Module.End ℂ V
  cre : P × Fin 2 → Module.End ℂ V
  adjoint : ∀ m x y, ⟪cre m x, y⟫_ℂ = ⟪x, ann m y⟫_ℂ
  ann_ann : ∀ m k, ann m * ann k + ann k * ann m = 0
  ann_cre : ∀ m k, ann m * cre k + cre k * ann m = if m = k then 1 else 0
```

`P` is the set of spatial orbitals, `Fin 2` labels the two spins, and `V` is a complex inner-product space. `ann m` and `cre m` are the linear operators \(c_m\) and \(c_m^\dagger\) for a spin orbital \(m\). The fields say that they are adjoint and that \(\{c_m,c_k\}=0\) and \(\{c_m,c_k^\dagger\}=\delta_{mk}\), which presumes orthonormal orbitals. The inner product is linear in its second argument.

```lean
namespace FermionModes

variable {P V : Type*} [DecidableEq P] [NormedAddCommGroup V] [InnerProductSpace ℂ V]
  (F : FermionModes P V) {Φ : V} {i j a b : P}

/-- The spin-summed excitation operator `E_pq`, which moves an electron from `q` to `p`. -/
def E (p q : P) : Module.End ℂ V := ∑ σ, F.cre (p, σ) * F.ann (q, σ)
```

This is \(E_{pq}=\sum_\sigma c^\dagger_{p\sigma}c_{q\sigma}\).

```lean
/-- Orbital `p` is doubly occupied in `Φ`: creators of both spins annihilate `Φ`. -/
def Occupied (Φ : V) (p : P) : Prop := ∀ σ, F.cre (p, σ) Φ = 0
```

By the Pauli principle, a doubly occupied orbital accepts no further electron of either spin.

```lean
/-- Orbital `p` is empty in `Φ`: annihilators of both spins annihilate `Φ`. -/
def Virtual (Φ : V) (p : P) : Prop := ∀ σ, F.ann (p, σ) Φ = 0
```

`Virtual` means empty: there is no electron to remove. Apart from normalisation, the results constrain \(\Phi\) only through \(i,j,a,b\); the other orbitals are free.

```lean
/-- The spin-adapted double excitation `E_ai E_bj Φ`. -/
def double (Φ : V) (a i b j : P) : V := F.E a i (F.E b j Φ)
```

Thus `F.double Φ a i b j` is \(u\), and `F.double Φ a j b i` is \(w\).

## Commutator, adjoint and occupation

```lean
/-- Two excitation operators are interchanged at the cost of their commutator
`δ_qr E_ps - δ_sp E_rq`. -/
theorem E_comm_apply (p q r s : P) (x : V) :
    F.E p q (F.E r s x) = F.E r s (F.E p q x) + (if q = r then F.E p s x else 0)
      - (if s = p then F.E r q x else 0) := by
  -- creators anticommute because annihilators do
  have cc : ∀ m k, F.cre m * F.cre k + F.cre k * F.cre m = 0 := by
    intro m k
    refine LinearMap.ext fun x => ext_inner_right ℂ fun y => ?_
    have h := congrArg (fun T : Module.End ℂ V => ⟪x, T y⟫_ℂ) (F.ann_ann k m)
    simpa [inner_add_left, inner_add_right, F.adjoint] using h
  -- the commutator for fixed spins
  have key : ∀ σ τ, F.cre (p, σ) * F.ann (q, σ) * (F.cre (r, τ) * F.ann (s, τ))
      - F.cre (r, τ) * F.ann (s, τ) * (F.cre (p, σ) * F.ann (q, σ))
      = F.cre (p, σ) * (if (q, σ) = (r, τ) then 1 else 0) * F.ann (s, τ)
      - F.cre (r, τ) * (if (s, τ) = (p, σ) then 1 else 0) * F.ann (q, σ) := by
    intro σ τ
    rw [← F.ann_cre, ← F.ann_cre, ← sub_eq_zero]
    calc _ = (F.cre (p, σ) * F.cre (r, τ) + F.cre (r, τ) * F.cre (p, σ))
            * (F.ann (s, τ) * F.ann (q, σ)) - F.cre (p, σ) * F.cre (r, τ)
            * (F.ann (q, σ) * F.ann (s, τ) + F.ann (s, τ) * F.ann (q, σ)) := by noncomm_ring
      _ = 0 := by rw [cc, F.ann_ann]; simp
  have op : F.E p q * F.E r s - F.E r s * F.E p q
      = (if q = r then F.E p s else 0) - (if s = p then F.E r q else 0) := by
    calc _ = ∑ σ, ∑ τ, (F.cre (p, σ) * F.ann (q, σ) * (F.cre (r, τ) * F.ann (s, τ))
          - F.cre (r, τ) * F.ann (s, τ) * (F.cre (p, σ) * F.ann (q, σ))) := by
          simp only [E, Fin.sum_univ_two]
          noncomm_ring
      _ = _ := by
          simp only [key]
          by_cases hq : q = r <;> by_cases hs : s = p <;>
            simp [E, Fin.sum_univ_two, hq, hs]
  have h := LinearMap.congr_fun op x
  split_ifs at h ⊢ <;>
    simp only [LinearMap.sub_apply, Module.End.mul_apply, LinearMap.zero_apply] at h <;>
    linear_combination (norm := module) h
```

In operator form, \([E_{pq},E_{rs}]=\delta_{qr}E_{ps}-\delta_{sp}E_{rq}\). For fixed spins, moving the inner annihilator past the inner creator gives

\[
\begin{aligned}
c^\dagger_{p\sigma}c_{q\sigma}c^\dagger_{r\tau}c_{s\tau}&=\delta_{qr}\delta_{\sigma\tau}c^\dagger_{p\sigma}c_{s\tau}-c^\dagger_{p\sigma}c^\dagger_{r\tau}c_{q\sigma}c_{s\tau},\\
c^\dagger_{r\tau}c_{s\tau}c^\dagger_{p\sigma}c_{q\sigma}&=\delta_{sp}\delta_{\sigma\tau}c^\dagger_{r\tau}c_{q\sigma}-c^\dagger_{r\tau}c^\dagger_{p\sigma}c_{s\tau}c_{q\sigma}.
\end{aligned}
\]

The quartic terms are equal, since two swaps give two signs, and they cancel in the difference. In Lean, `cc` first derives \(\{c^\dagger_m,c^\dagger_k\}=0\) by taking adjoints, `key` is the fixed-spin commutator, and `op` sums over spin. `noncomm_ring` rearranges products without letting factors commute.

```lean
/-- The adjoint of `E_pq` is `E_qp`. -/
theorem E_adjoint (p q : P) (x y : V) : ⟪F.E p q x, y⟫_ℂ = ⟪x, F.E q p y⟫_ℂ := by
  have h : ∀ m x y, ⟪F.ann m x, y⟫_ℂ = ⟪x, F.cre m y⟫_ℂ := fun m x y => by
    rw [← inner_conj_symm, ← F.adjoint, inner_conj_symm]
  simp [E, Fin.sum_univ_two, F.adjoint, h]
```

Term by term, \((c^\dagger_{p\sigma}c_{q\sigma})^\dagger=c^\dagger_{q\sigma}c_{p\sigma}\), so \(E_{pq}^\dagger=E_{qp}\).

```lean
/-- For an occupied orbital `i`, `E_ii` counts two electrons in `Φ`, and `E_iq Φ` vanishes for
every other orbital `q`. -/
theorem E_occupied (hi : F.Occupied Φ i) (q : P) :
    F.E i q Φ = if q = i then (2 : ℂ) • Φ else 0 := by
  have h : ∀ σ, F.cre (i, σ) (F.ann (q, σ) Φ) = if q = i then Φ else 0 := by
    intro σ
    have h := LinearMap.congr_fun (F.ann_cre (q, σ) (i, σ)) Φ
    by_cases hq : q = i <;> simpa [hq, hi σ] using h
  simp only [E, Fin.sum_univ_two, LinearMap.add_apply, Module.End.mul_apply, h]
  split_ifs <;> simp [two_smul]
```

Since \(c^\dagger_{i\sigma}\Phi=0\),

\[
c^\dagger_{i\sigma}c_{q\sigma}\Phi=\delta_{qi}\Phi-c_{q\sigma}c^\dagger_{i\sigma}\Phi=\delta_{qi}\Phi .
\]

Two spins give \(E_{iq}\Phi=2\delta_{qi}\Phi\).

## Overlaps and the dual vector

```lean
/-- For distinct occupied `i, j` and distinct virtual `a, b`, de-excitation by `E_ia` takes
`E_ai E_bj Φ` to `2 E_bj Φ` and the exchanged `E_aj E_bi Φ` to `-E_bj Φ`. -/
theorem deexcite (hi : F.Occupied Φ i) (hj : F.Occupied Φ j) (ha : F.Virtual Φ a)
    (hb : F.Virtual Φ b) (hij : i ≠ j) (hab : a ≠ b) :
    F.E i a (F.double Φ a i b j) = (2 : ℂ) • F.E b j Φ ∧
      F.E i a (F.double Φ a j b i) = -F.E b j Φ := by
  rcases eq_or_ne Φ 0 with h0 | h0
  · simp [double, h0]
  -- no orbital is both occupied and virtual
  have ov : ∀ k c, F.Occupied Φ k → F.Virtual Φ c → k ≠ c := by
    intro k c hk hc e
    rw [← e] at hc
    have h := LinearMap.congr_fun (F.ann_cre (k, 0) (k, 0)) Φ
    apply h0
    calc Φ = F.ann (k, 0) (F.cre (k, 0) Φ) + F.cre (k, 0) (F.ann (k, 0) Φ) := by
          simpa using h.symm
      _ = 0 := by rw [hk 0, hc 0]; simp
  have va : ∀ p, F.E p a Φ = 0 := fun p => by simp [E, Fin.sum_univ_two, ha 0, ha 1]
  have s1 : F.E i a (F.E b j Φ) = 0 := by
    rw [E_comm_apply]; simp [va, hab, hij.symm]
  have s2 : F.E i i (F.E b j Φ) = (2 : ℂ) • F.E b j Φ := by
    rw [E_comm_apply]; simp [F.E_occupied hi, ov i b hi hb, hij.symm]
  have s3 : F.E a a (F.E b j Φ) = 0 := by
    rw [E_comm_apply]; simp [va, hab, ov j a hj ha]
  have t1 : F.E i a (F.E b i Φ) = 0 := by
    rw [E_comm_apply]; simp [va, hab]
  have t2 : F.E i j (F.E b i Φ) = -F.E b j Φ := by
    rw [E_comm_apply]; simp [F.E_occupied hi, ov j b hj hb, hij.symm]
  constructor
  · rw [double, E_comm_apply F i a a i, s1, s2, s3]; simp
  · rw [double, E_comm_apply F i a a j, t1, t2]; simp [hij.symm]
```

An orbital \(k\) both occupied and virtual would give \(\Phi=(c_kc_k^\dagger+c_k^\dagger c_k)\Phi=0\) for either spin. So for \(\Phi\neq0\) the two kinds of orbital differ (`ov`); for \(\Phi=0\) the claim is trivial. The commutator then gives

\[
E_{ia}u=E_{ai}E_{ia}E_{bj}\Phi+E_{ii}E_{bj}\Phi-E_{aa}E_{bj}\Phi .
\]

Moving \(E_{ia}\), \(E_{ii}\) and \(E_{aa}\), respectively, through \(E_{bj}\) to \(\Phi\) shows that the three terms are \(0\), \(2E_{bj}\Phi\) and \(0\) (`s1`, `s2`, `s3`). Likewise

\[
E_{ia}w=E_{aj}E_{ia}E_{bi}\Phi+E_{ij}E_{bi}\Phi .
\]

Here \(E_{ia}E_{bi}\Phi=-E_{ba}\Phi=0\) (`t1`) and \(E_{ij}E_{bi}\Phi=-E_{bj}\Phi\) (`t2`). Hence \(E_{ia}u=2E_{bj}\Phi\) and \(E_{ia}w=-E_{bj}\Phi\).

```lean
/-- For a unit vector `Φ`, distinct occupied `i, j` and distinct virtual `a, b`, the doubles
`E_ai E_bj Φ` and `E_aj E_bi Φ` have squared norm 4 and mutual overlap -2. -/
theorem gram_doubles (hn : ‖Φ‖ = 1) (hi : F.Occupied Φ i) (hj : F.Occupied Φ j)
    (ha : F.Virtual Φ a) (hb : F.Virtual Φ b) (hij : i ≠ j) (hab : a ≠ b) :
    (Matrix.of fun k l : Fin 2 => ⟪![F.double Φ a i b j, F.double Φ a j b i] k,
      ![F.double Φ a i b j, F.double Φ a j b i] l⟫_ℂ) = !![4, -2; -2, 4] := by
  have hself : ⟪Φ, Φ⟫_ℂ = 1 := by rw [inner_self_eq_norm_sq_to_K, hn]; simp
  have vb : ∀ p, F.E p b Φ = 0 := fun p => by simp [E, Fin.sum_univ_two, hb 0, hb 1]
  have single : ∀ k, F.Occupied Φ k → F.E k b (F.E b k Φ) = (2 : ℂ) • Φ := by
    intro k hk
    rw [E_comm_apply, vb, vb, F.E_occupied hk]; simp
  -- move both excitations of the bra to the ket
  have mv : ∀ k l v, ⟪F.double Φ a k b l, v⟫_ℂ = ⟪Φ, F.E l b (F.E k a v)⟫_ℂ :=
    fun k l v => by rw [double, E_adjoint, E_adjoint]
  have g : ∀ k l, F.Occupied Φ k → F.Occupied Φ l → k ≠ l →
      ⟪F.double Φ a k b l, F.double Φ a k b l⟫_ℂ = 4 ∧
      ⟪F.double Φ a k b l, F.double Φ a l b k⟫_ℂ = -2 := by
    intro k l hk hl hkl
    have d := F.deexcite hk hl ha hb hkl hab
    constructor
    · rw [mv, d.1, map_smul, single l hl, inner_smul_right, inner_smul_right, hself]; norm_num
    · rw [mv, d.2, map_neg, single l hl, inner_neg_right, inner_smul_right, hself]; norm_num
  ext k l
  fin_cases k <;> fin_cases l
  · exact (g i j hi hj hij).1
  · exact (g i j hi hj hij).2
  · exact (g j i hj hi hij.symm).2
  · exact (g j i hj hi hij.symm).1
```

The matrix of overlaps is stated entry by entry. Moving the excitations from bra to ket (`mv`) and using \(E_{jb}E_{bj}\Phi=E_{jj}\Phi-E_{bb}\Phi=2\Phi\) (`single`),

\[
\begin{aligned}
\langle u,u\rangle&=\langle\Phi,E_{jb}E_{ia}u\rangle=2\cdot2=4,\\
\langle u,w\rangle&=\langle\Phi,E_{jb}E_{ia}w\rangle=-2 .
\end{aligned}
\]

Exchanging \(i\) and \(j\) gives the other two entries. Each vector has norm 2, so the normalised overlap is \(-1/2\).

```lean
/-- Let `Φ` be a unit vector, `i ≠ j` occupied and `a ≠ b` virtual. A combination `x u + y w` of
`u = E_ai E_bj Φ` and `w = E_aj E_bi Φ` has overlap 1 with `u` and 0 with `w` exactly when
`x = 1/3` and `y = 1/6`. -/
theorem biorthogonal_iff (hn : ‖Φ‖ = 1) (hi : F.Occupied Φ i) (hj : F.Occupied Φ j)
    (ha : F.Virtual Φ a) (hb : F.Virtual Φ b) (hij : i ≠ j) (hab : a ≠ b) (x y : ℂ) :
    (⟪F.double Φ a i b j, x • F.double Φ a i b j + y • F.double Φ a j b i⟫_ℂ = 1 ∧
      ⟪F.double Φ a j b i, x • F.double Φ a i b j + y • F.double Φ a j b i⟫_ℂ = 0) ↔
    x = 1 / 3 ∧ y = 1 / 6 := by
  have G := F.gram_doubles hn hi hj ha hb hij hab
  have h00 : ⟪F.double Φ a i b j, F.double Φ a i b j⟫_ℂ = 4 := congrFun (congrFun G 0) 0
  have h01 : ⟪F.double Φ a i b j, F.double Φ a j b i⟫_ℂ = -2 := congrFun (congrFun G 0) 1
  have h10 : ⟪F.double Φ a j b i, F.double Φ a i b j⟫_ℂ = -2 := congrFun (congrFun G 1) 0
  have h11 : ⟪F.double Φ a j b i, F.double Φ a j b i⟫_ℂ = 4 := congrFun (congrFun G 1) 1
  simp only [inner_add_right, inner_smul_right, h00, h01, h10, h11]
  constructor
  · rintro ⟨h1, h2⟩
    exact ⟨by linear_combination h1 / 3 + h2 / 6, by linear_combination h1 / 6 + h2 / 3⟩
  · rintro ⟨rfl, rfl⟩
    norm_num

end FermionModes

end

end SpinAdaptedDoubles
```

For \(xu+yw\), the two requirements read

\[
4x-2y=1,\qquad -2x+4y=0 .
\]

The second gives \(x=2y\), and the first then gives \(y=1/6\), \(x=1/3\). The `↔` states both directions: these weights work, and no others do. `linear_combination` solves the equations by adding multiples of them; `norm_num` checks the converse.

In the limiting case \(i=j\), with \(a\neq b\), the definitions give \(u=w\). No vector can then have overlap 1 with one and 0 with the other. The same weights remain usable, though: they give \(d=u/2\), and since \(\langle u,u\rangle=2\) in this case for a unit vector \(\Phi\), \(\langle d,u\rangle=1\).

```lean
#print axioms SpinAdaptedDoubles.FermionModes.gram_doubles
-- 'SpinAdaptedDoubles.FermionModes.gram_doubles' depends on axioms: [propext, Classical.choice, Quot.sound]
#print axioms SpinAdaptedDoubles.FermionModes.biorthogonal_iff
-- 'SpinAdaptedDoubles.FermionModes.biorthogonal_iff' depends on axioms: [propext, Classical.choice, Quot.sound]
```
